# Singlet gerade James–Coolidge functions up to total degree W number asymptotically W⁵/480

A singlet James–Coolidge basis function for the hydrogen molecule is represented here by the class $\{t,\bar t\}$ of an exponent set $t=(m,j,n,k,p)$ and its electron-exchanged partner $\bar t=(n,k,m,j,p)$, so the two terms of a symmetrised function count once. With $j+k$ even, which selects the gerade functions, and $m+j+n+k+p\le W$, the number $N(W)$ of classes satisfies $N(W)/W^5\to 1/480$.

```lean
import Mathlib

open Filter Topology Finset

namespace JamesCoolidgeCount

/-- Exponents `((m, j), (n, k), p)` of the term `ξ₁^m η₁^j ξ₂^n η₂^k r₁₂^p`. -/
abbrev Exponents := (ℕ × ℕ) × (ℕ × ℕ) × ℕ

/-- The total degree `m + j + n + k + p`. -/
def total (t : Exponents) : ℕ := t.1.1 + t.1.2 + t.2.1.1 + t.2.1.2 + t.2.2

/-- Exchange of the two electrons: `(m, j, n, k, p)` becomes `(n, k, m, j, p)`. -/
def exchange (t : Exponents) : Exponents := (t.2.1, t.1, t.2.2)

/-- All exponent sets of total degree at most `W`, without a parity condition. -/
def simplex (W : ℕ) : Finset Exponents :=
  ((range (W + 1) ×ˢ range (W + 1)) ×ˢ (range (W + 1) ×ˢ range (W + 1)) ×ˢ
    range (W + 1)).filter (fun t => total t ≤ W)

/-- The exponent sets of total degree at most `W` with `j + k` even. -/
def terms (W : ℕ) : Finset Exponents :=
  (simplex W).filter (fun t => Even (t.1.2 + t.2.1.2))

/-- The class of an exponent set under electron exchange. -/
def exchangeClass (t : Exponents) : Finset Exponents := {t, exchange t}

/-- The number of James-Coolidge basis functions up to total degree `W`: exponent sets with
`j + k` even, counted once per exchange class. -/
def basisCount (W : ℕ) : ℕ := ((terms W).image exchangeClass).card

/-- An exponent set belongs to `simplex W` exactly when its total degree is at most `W`. -/
theorem mem_simplex (W : ℕ) (t : Exponents) : t ∈ simplex W ↔ total t ≤ W := by
  simp only [simplex, mem_filter, mem_product, mem_range]
  simp only [total]
  omega

/-- Two exponent sets have the same class exactly when they are equal or exchanged. -/
theorem exchangeClass_eq_iff (s t : Exponents) :
    exchangeClass s = exchangeClass t ↔ s = t ∨ s = exchange t := by
  constructor
  · intro h
    have hs : s ∈ exchangeClass s := by simp [exchangeClass]
    rw [h] at hs
    simpa [exchangeClass] using hs
  · rintro (rfl | rfl)
    · rfl
    · exact Finset.pair_comm _ _

/-- Orbit counting: twice the number of basis functions is the number of admissible exponent
sets plus the number of those unchanged by electron exchange. -/
theorem two_mul_basisCount (W : ℕ) : 2 * basisCount W =
    (terms W).card + ((terms W).filter (fun t => exchange t = t)).card := by
  have hmap : ∀ t ∈ terms W, exchangeClass t ∈ (terms W).image exchangeClass :=
    fun t ht => mem_image_of_mem _ ht
  have h1 := card_eq_sum_card_fiberwise (s := terms W) (f := exchangeClass)
    (t := (terms W).image exchangeClass) (fun t ht => hmap t ht)
  have h2 := card_eq_sum_card_fiberwise (s := (terms W).filter (fun t => exchange t = t))
    (f := exchangeClass) (t := (terms W).image exchangeClass)
    (fun t ht => hmap t (mem_filter.1 ht).1)
  rw [h1, h2, ← sum_add_distrib, basisCount, mul_comm, ← smul_eq_mul, ← sum_const]
  refine sum_congr rfl fun o ho => ?_
  obtain ⟨t, ht, rfl⟩ := mem_image.1 ho
  have hx : exchange t ∈ terms W := by
    simp only [terms, mem_filter, mem_simplex, total, exchange, Nat.even_iff] at ht ⊢
    omega
  by_cases h : exchange t = t
  · -- an invariant set is alone in its class and is counted in both sums
    have e1 : (terms W).filter (fun s => exchangeClass s = exchangeClass t) = {t} := by
      ext s
      simp only [mem_filter, exchangeClass_eq_iff, h, or_self, mem_singleton]
      exact ⟨fun a => a.2, fun a => ⟨a ▸ ht, a⟩⟩
    have e2 : ((terms W).filter (fun s => exchange s = s)).filter
        (fun s => exchangeClass s = exchangeClass t) = {t} := by
      ext s
      simp only [mem_filter, exchangeClass_eq_iff, h, or_self, mem_singleton]
      exact ⟨fun a => a.2, fun a => ⟨⟨a ▸ ht, by rw [a]; exact h⟩, a⟩⟩
    rw [e1, e2, card_singleton]
  · -- otherwise the class has two members, neither of them invariant
    have e1 : (terms W).filter (fun s => exchangeClass s = exchangeClass t)
        = {t, exchange t} := by
      ext s
      simp only [mem_filter, exchangeClass_eq_iff, mem_insert, mem_singleton]
      refine ⟨fun a => a.2, fun a => ⟨?_, a⟩⟩
      rcases a with a | a
      · rw [a]; exact ht
      · rw [a]; exact hx
    have e2 : ((terms W).filter (fun s => exchange s = s)).filter
        (fun s => exchangeClass s = exchangeClass t) = ∅ := by
      refine eq_empty_of_forall_notMem fun s hs => ?_
      simp only [mem_filter, exchangeClass_eq_iff] at hs
      obtain ⟨⟨_, hs⟩, a | a⟩ := hs
      · rw [a] at hs; exact h hs
      · rw [a] at hs; exact h hs.symm
    rw [e1, e2, card_pair (Ne.symm h), card_empty]

/-- Summing one more exponent raises the order of the binomial coefficient by one. -/
theorem sum_choose (W d s : ℕ) :
    ∑ a ∈ range (W + 1), (W + (d + 1) - (s + a)).choose (d + 1)
      = (W + (d + 2) - s).choose (d + 2) := by
  have tele : ∀ M n : ℕ, ∑ a ∈ range n, (M - a).choose (d + 1) + (M + 1 - n).choose (d + 2)
      = (M + 1).choose (d + 2) := by
    intro M n
    induction n with
    | zero => simp
    | succ n ih =>
      rw [sum_range_succ, ← ih, add_assoc]
      congr 1
      rcases Nat.lt_or_ge M n with h | h
      · rw [show M - n = 0 by omega, show M + 1 - (n + 1) = 0 by omega,
          show M + 1 - n = 0 by omega]
        simp
      · rw [show M + 1 - (n + 1) = M - n by omega, show M + 1 - n = (M - n) + 1 by omega]
        exact (Nat.choose_succ_succ (M - n) (d + 1)).symm
  have h := tele (W + (d + 1) - s) (W + 1)
  rw [Nat.choose_eq_zero_of_lt (show W + (d + 1) - s + 1 - (W + 1) < d + 2 by omega),
    add_zero] at h
  simp only [← Nat.sub_sub]
  rw [h]
  rcases Nat.lt_or_ge (W + (d + 1)) s with hs | hs
  · rw [Nat.choose_eq_zero_of_lt (by omega), Nat.choose_eq_zero_of_lt (by omega)]
  · congr 1
    omega

/-- Without parity and exchange there are `(W + 5).choose 5` exponent sets. -/
theorem card_simplex (W : ℕ) : (simplex W).card = (W + 5).choose 5 := by
  have h0 : ∀ m j n k : ℕ,
      ∑ p ∈ range (W + 1), (if total ((m, j), (n, k), p) ≤ W then 1 else 0)
        = (W + 1 - (m + j + n + k)).choose 1 := by
    intro m j n k
    rw [← card_filter, Nat.choose_one_right]
    have e : (range (W + 1)).filter (fun p => total ((m, j), (n, k), p) ≤ W)
        = range (W + 1 - (m + j + n + k)) := by
      ext p
      simp only [mem_filter, mem_range]
      simp only [total]
      omega
    rw [e, card_range]
  have h1 : ∀ s, ∑ a ∈ range (W + 1), (W + 1 - (s + a)).choose 1
      = (W + 2 - s).choose 2 := fun s => sum_choose W 0 s
  have h2 : ∀ s, ∑ a ∈ range (W + 1), (W + 2 - (s + a)).choose 2
      = (W + 3 - s).choose 3 := fun s => sum_choose W 1 s
  have h3 : ∀ s, ∑ a ∈ range (W + 1), (W + 3 - (s + a)).choose 3
      = (W + 4 - s).choose 4 := fun s => sum_choose W 2 s
  have h4 : ∑ a ∈ range (W + 1), (W + 4 - a).choose 4 = (W + 5).choose 5 := by
    simpa using sum_choose W 3 0
  rw [simplex, card_filter]
  simp only [sum_product, h0, h1, h2, h3, h4]

/-- The even sets are half of all sets, up to a shift of the degree bound by one. -/
theorem parity_bounds (W : ℕ) : (simplex W).card ≤ 2 * (terms (W + 1)).card ∧
    2 * (terms W).card ≤ (simplex (W + 1)).card := by
  let odds : ℕ → Finset Exponents :=
    fun V => (simplex V).filter (fun t => ¬ Even (t.1.2 + t.2.1.2))
  have split : ∀ V, (terms V).card + (odds V).card = (simplex V).card := by
    intro V
    simp only [card_eq_sum_ones]
    exact sum_filter_add_sum_filter_not _ _ _
  -- raising `j` by one flips the parity
  let up : Exponents → Exponents := fun t => ((t.1.1, t.1.2 + 1), t.2)
  have inj : Function.Injective up := by
    rintro ⟨⟨a, b⟩, c⟩ ⟨⟨a', b'⟩, c'⟩ h
    simpa [up] using h
  have m1 : ∀ t ∈ terms W, up t ∈ odds (W + 1) := by
    intro t ht
    simp only [terms, odds, up, mem_filter, mem_simplex, total, Nat.even_iff] at ht ⊢
    omega
  have m2 : ∀ t ∈ odds W, up t ∈ terms (W + 1) := by
    intro t ht
    simp only [terms, odds, up, mem_filter, mem_simplex, total, Nat.even_iff] at ht ⊢
    omega
  have m3 : terms W ⊆ terms (W + 1) := by
    intro t ht
    simp only [terms, mem_filter, mem_simplex] at ht ⊢
    exact ⟨by omega, ht.2⟩
  have c1 := card_le_card_of_injOn up (fun t ht => m1 t ht) inj.injOn
  have c2 := card_le_card_of_injOn up (fun t ht => m2 t ht) inj.injOn
  have c3 := card_le_card m3
  have s1 := split W
  have s2 := split (W + 1)
  constructor <;> omega

/-- Explicit bounds on the number of basis functions, valid for every `W`. -/
theorem basisCount_bounds (W : ℕ) : W ^ 5 ≤ 480 * basisCount W ∧
    480 * basisCount W ≤ (W + 6) ^ 5 + 240 * (W + 1) ^ 3 := by
  have hch : ∀ V : ℕ, 120 * (V + 5).choose 5
      = (V + 1) * (V + 2) * (V + 3) * (V + 4) * (V + 5) := by
    intro V
    have h := Nat.ascFactorial_eq_factorial_mul_choose V 5
    have h1 : (V + 1).ascFactorial 5
        = (V + 1) * (V + 2) * (V + 3) * (V + 4) * (V + 5) := by
      simp only [Nat.ascFactorial]
      ring
    have h2 : Nat.factorial 5 = 120 := rfl
    rw [h1, h2] at h
    exact h.symm
  constructor
  · cases W with
    | zero => simp
    | succ V =>
      have hp : (V + 1) ^ 5 ≤ (V + 1) * (V + 2) * (V + 3) * (V + 4) * (V + 5) := by
        calc (V + 1) ^ 5 = (V + 1) * (V + 1) * (V + 1) * (V + 1) * (V + 1) := by ring
          _ ≤ _ := Nat.mul_le_mul (Nat.mul_le_mul (Nat.mul_le_mul (Nat.mul_le_mul
            le_rfl (by omega)) (by omega)) (by omega)) (by omega)
      have h1 := (parity_bounds V).1
      rw [card_simplex] at h1
      have h2 := two_mul_basisCount (V + 1)
      have h3 : 120 * (V + 5).choose 5 ≤ 480 * basisCount (V + 1) := by omega
      exact hp.trans ((hch V).symm.le.trans h3)
  · -- an invariant set is fixed by `m`, `j` and `p`
    have hF : ((terms W).filter (fun t => exchange t = t)).card ≤ (W + 1) ^ 3 := by
      have hm : ∀ t ∈ (terms W).filter (fun t => exchange t = t),
          (t.1, t.2.2) ∈ (range (W + 1) ×ˢ range (W + 1)) ×ˢ range (W + 1) := by
        intro t ht
        have h := (mem_simplex W t).1 (mem_filter.1 (mem_filter.1 ht).1).1
        simp only [total] at h
        simp only [mem_product, mem_range]
        omega
      have h := card_le_card_of_injOn (fun t : Exponents => (t.1, t.2.2))
        (fun t ht => hm t ht) (by
          intro s hs t ht hst
          have es : s.2.1 = s.1 := congrArg Prod.fst (mem_filter.1 hs).2
          have et : t.2.1 = t.1 := congrArg Prod.fst (mem_filter.1 ht).2
          have a : s.1 = t.1 := (Prod.ext_iff.1 hst).1
          have b : s.2.2 = t.2.2 := (Prod.ext_iff.1 hst).2
          exact Prod.ext a (Prod.ext (es.trans (a.trans et.symm)) b))
      simp only [card_product, card_range] at h
      calc _ ≤ (W + 1) * (W + 1) * (W + 1) := h
        _ = (W + 1) ^ 3 := by ring
    have hp : 120 * (W + 1 + 5).choose 5 ≤ (W + 6) ^ 5 := by
      rw [hch]
      calc _ ≤ (W + 6) * (W + 6) * (W + 6) * (W + 6) * (W + 6) :=
            Nat.mul_le_mul (Nat.mul_le_mul (Nat.mul_le_mul (Nat.mul_le_mul
              (by omega) (by omega)) (by omega)) (by omega)) (by omega)
        _ = (W + 6) ^ 5 := by ring
    have h1 := (parity_bounds W).2
    rw [card_simplex] at h1
    have h2 := two_mul_basisCount W
    linarith

/-- The number of James-Coolidge basis functions divided by `W ^ 5` tends to `1 / 480`. -/
theorem basisCount_div_tendsto :
    Tendsto (fun W : ℕ => (basisCount W : ℝ) / (W : ℝ) ^ 5) atTop (𝓝 (1 / 480)) := by
  have hu : Tendsto (fun W : ℕ => (W : ℝ)⁻¹) atTop (𝓝 0) :=
    tendsto_inv_atTop_zero.comp tendsto_natCast_atTop_atTop
  have hc : Continuous (fun u : ℝ =>
      ((1 + 6 * u) ^ 5 + 240 * (1 + u) ^ 3 * u ^ 2) / 480) := by fun_prop
  have hg := (hc.tendsto' 0 (1 / 480) (by norm_num)).comp hu
  refine tendsto_of_tendsto_of_tendsto_of_le_of_le' tendsto_const_nhds hg ?_ ?_
  · filter_upwards [eventually_gt_atTop 0] with W hW
    have hW' : (0 : ℝ) < W := by exact_mod_cast hW
    have hb : (W : ℝ) ^ 5 ≤ 480 * basisCount W := by exact_mod_cast (basisCount_bounds W).1
    rw [div_le_div_iff₀ (by norm_num) (by positivity)]
    linarith
  · filter_upwards [eventually_gt_atTop 0] with W hW
    have hW' : (0 : ℝ) < W := by exact_mod_cast hW
    have hb : 480 * (basisCount W : ℝ) ≤ ((W : ℝ) + 6) ^ 5 + 240 * ((W : ℝ) + 1) ^ 3 := by
      exact_mod_cast (basisCount_bounds W).2
    have e : ((1 + 6 * (W : ℝ)⁻¹) ^ 5 + 240 * (1 + (W : ℝ)⁻¹) ^ 3 * (W : ℝ)⁻¹ ^ 2) / 480
        * (W : ℝ) ^ 5 = (((W : ℝ) + 6) ^ 5 + 240 * ((W : ℝ) + 1) ^ 3) / 480 := by
      field_simp
    rw [div_le_iff₀ (by positivity)]
    simp only [Function.comp_apply]
    rw [e]
    linarith

/-- Multiplying the degree bound by a positive integer `q` asymptotically multiplies the number
of basis functions by `q ^ 5`. -/
theorem basisCount_ratio (q : ℕ) (hq : 0 < q) :
    Tendsto (fun W : ℕ => (basisCount (q * W) : ℝ) / basisCount W) atTop
      (𝓝 ((q : ℝ) ^ 5)) := by
  have hqW : Tendsto (fun W : ℕ => q * W) atTop atTop :=
    tendsto_atTop_mono (fun W => Nat.le_mul_of_pos_left W hq) tendsto_id
  have h := ((basisCount_div_tendsto.comp hqW).div basisCount_div_tendsto
    (by norm_num)).const_mul ((q : ℝ) ^ 5)
  rw [div_self (by norm_num : (1 / 480 : ℝ) ≠ 0), mul_one] at h
  refine h.congr' ?_
  filter_upwards [eventually_gt_atTop 0] with W hW
  have key : ∀ a b x y : ℝ, b ≠ 0 → x ≠ 0 → y ≠ 0 →
      x ^ 5 * (a / (x * y) ^ 5 / (b / y ^ 5)) = a / b := by
    intro a b x y hb hx hy
    field_simp
  have hN : basisCount W ≠ 0 := by
    intro h0
    have h1 := (basisCount_bounds W).1
    have h2 : 0 < W ^ 5 := pow_pos hW 5
    rw [h0] at h1
    linarith
  have hk := key (basisCount (q * W)) (basisCount W) q W (by exact_mod_cast hN)
    (by exact_mod_cast hq.ne') (by exact_mod_cast hW.ne')
  rw [← Nat.cast_mul] at hk
  exact hk

/-- If the cost of diagonalising an `n × n` matrix divided by `n ^ 3` tends to a nonzero constant,
doubling the degree bound asymptotically multiplies the cost by `2 ^ 15`. -/
theorem diagonalisation_cost_doubling (cost : ℕ → ℝ) (c : ℝ) (hc : c ≠ 0)
    (hcost : Tendsto (fun n : ℕ => cost n / (n : ℝ) ^ 3) atTop (𝓝 c)) :
    Tendsto (fun W : ℕ => cost (basisCount (2 * W)) / cost (basisCount W)) atTop
      (𝓝 (2 ^ 15)) := by
  have hN : Tendsto basisCount atTop atTop := by
    refine tendsto_atTop.2 fun b => ?_
    filter_upwards [eventually_ge_atTop (480 * b)] with W hW
    have h := (Nat.le_self_pow (by norm_num : 5 ≠ 0) W).trans (basisCount_bounds W).1
    omega
  have h2W : Tendsto (fun W : ℕ => 2 * W) atTop atTop :=
    tendsto_atTop_mono (fun W => Nat.le_mul_of_pos_left W two_pos) tendsto_id
  have h := ((hcost.comp (hN.comp h2W)).div (hcost.comp hN) hc).mul
    ((basisCount_ratio 2 two_pos).pow 3)
  have e : c / c * (((2 : ℕ) : ℝ) ^ 5) ^ 3 = 2 ^ 15 := by
    rw [div_self hc]
    norm_num
  rw [e] at h
  refine h.congr' ?_
  have key : ∀ a b x y : ℝ, x ≠ 0 → y ≠ 0 →
      a / x ^ 3 / (b / y ^ 3) * (x / y) ^ 3 = a / b := by
    intro a b x y hx hy
    by_cases hb : b = 0
    · simp [hb]
    · field_simp
  filter_upwards [hN.eventually_gt_atTop 0, (hN.comp h2W).eventually_gt_atTop 0] with W h1 h2
  have h2' : 0 < basisCount (2 * W) := h2
  exact key _ _ _ _ (by exact_mod_cast h2'.ne') (by exact_mod_cast h1.ne')

end JamesCoolidgeCount
```

```lean
#print axioms JamesCoolidgeCount.basisCount_ratio
-- 'JamesCoolidgeCount.basisCount_ratio' depends on axioms: [propext, Classical.choice, Quot.sound]
#print axioms JamesCoolidgeCount.diagonalisation_cost_doubling
-- 'JamesCoolidgeCount.diagonalisation_cost_doubling' depends on axioms: [propext, Classical.choice, Quot.sound]
```

## Exponents, symmetry and cost

For the hydrogen molecule in spheroidal coordinates $\xi_i,\eta_i$, with interelectronic distance $r_{12}$, a spatially symmetric (singlet) James–Coolidge function is

$$e^{-\alpha(\xi_1+\xi_2)}\left(\xi_1^m\eta_1^j\xi_2^n\eta_2^k+\xi_1^n\eta_1^k\xi_2^m\eta_2^j\right)r_{12}^p ,$$

where the constant $\alpha>0$ is the same for both electrons and for all basis functions. Inversion through the midpoint of the nuclei changes the sign of both $\eta_i$, so even $j+k$ selects gerade functions.

In Lean, `Exponents` stores the labels as `((m, j), (n, k), p)`, `exchange` swaps the two inner pairs, and `terms W` is the finite set of admissible labels. `basisCount W` is $N(W)$, the number of distinct values of `exchangeClass` on that set. It counts exchange classes of labels; linear independence of the functions is not addressed.

The theorem `basisCount_div_tendsto` states the limit $1/480$, and `basisCount_ratio` states that $N(qW)/N(W)\to q^5$ for every positive integer $q$. In `diagonalisation_cost_doubling`, `cost` is any real function of the matrix dimension with $\mathrm{cost}(n)/n^3\to c\neq0$. This assumption stands for a dense eigensolver whose leading operation count is $c\,n^3$; integral evaluation is left out. The conclusion is that doubling $W$ multiplies the cost by a factor tending to $2^{15}$.

## Counting by exchange and parity

Let $A(W)$ be the number of admissible exponent sets and $F(W)$ the number of those with $\bar t=t$. Exchange preserves both degree and parity. A class with two members contributes 2 to $A$ and 0 to $F$; a class with one member contributes 1 to each. Hence

$$2N(W)=A(W)+F(W).$$

This is `two_mul_basisCount`, which splits both counts into sums over classes and treats the two cases separately, using `exchangeClass_eq_iff` to identify the members of a class. An invariant set has $m=n$ and $j=k$, so it is fixed by $(m,j,p)$, and $F(W)\le(W+1)^3$.

Let $S(W)$ count all sets of degree at most $W$, without the parity condition. If $m+j+n+k=s\le W$, there are $W+1-s=\binom{W+1-s}{1}$ choices of $p$. Pascal's rule makes the sum over each further exponent telescope, raising the order of the binomial coefficient by one (`sum_choose`). After four such sums, `card_simplex` gives

$$S(W)=\binom{W+5}{5}.$$

Let $O(W)=S(W)-A(W)$ count the sets with $j+k$ odd. The map $j\mapsto j+1$ is injective, flips the parity and raises the degree by one, so $A(W)\le O(W+1)$ and $O(W)\le A(W+1)$. Since also $A(W)\le A(W+1)$, we get

$$S(W)\le 2A(W+1),\qquad 2A(W)\le S(W+1),$$

which is `parity_bounds`. For $W\ge1$ it follows that

$$480N(W)\ge240A(W)\ge120\,S(W-1)=W(W+1)(W+2)(W+3)(W+4)\ge W^5,$$

and at $W=0$ the bound $480N(W)\ge W^5$ is immediate. From above,

$$480N(W)\le120\,S(W+1)+240F(W)\le(W+6)^5+240(W+1)^3 .$$

These are the two halves of `basisCount_bounds`.

## From the bounds to the factor 2¹⁵

Divide by $480W^5$ and set $u=1/W$. The lower bound becomes $1/480$ and the upper one

$$\frac{(1+6u)^5+240(1+u)^3u^2}{480},$$

which tends to $1/480$ as $u\to0$. Lean obtains this limit from continuity at $u=0$ and then squeezes. For the ratio, write

$$\frac{N(qW)}{N(W)}=q^5\,\frac{N(qW)/(qW)^5}{N(W)/W^5}\to q^5 .$$

With $N_1=N(W)$ and $N_2=N(2W)$, both of which tend to infinity,

$$\frac{\mathrm{cost}(N_2)}{\mathrm{cost}(N_1)}=\frac{\mathrm{cost}(N_2)/N_2^3}{\mathrm{cost}(N_1)/N_1^3}\left(\frac{N_2}{N_1}\right)^3\to\frac cc\,(2^5)^3=2^{15}.$$

In the Lean proofs, `key` supplies the algebraic rearrangement in each case.

Convergence of $\mathrm{cost}(n)/n^3$ to a limit that may be zero is not enough: for $\mathrm{cost}(n)=n^2$ the limit is $0$, and doubling $W$ gives the factor $2^{10}$.

## Degrees 4 and 8 in a variational calculation

In a variational calculation that uses all the functions counted here, one exponent set is kept from each class, and the Hamiltonian and overlap matrices have dimension $N(W)$; a calculation with a selected subset has smaller matrices. At $W=4$, $A=70$ and $F=14$ give $N=42$; at $W=8$, $A=671$ and $F=55$ give $N=363$. The dimension grows by a factor of about 8.6, and a cost of exactly $c\,n^3$ by about 646. Both are far below the limits $32$ and $2^{15}=32768$, which describe large $W$ only.
